# Pointwise harmonic limit of the cosine potential b(1 − cos x) in the stretched coordinate u = √b x

The declaration concerns the reduced potential energy b(1 − cos x), written in the stretched coordinate u = √b x. It states that for each fixed real u, the value b(1 − cos(u/√b)) tends to the harmonic form u²/2 as b tends to infinity. The limit is pointwise in u, and nothing is said about energy levels or wavefunctions. The attempt uses the half-angle formula to rewrite the potential, for b > 0, as (u²/2) sinc²(u/(2√b)), and then uses the continuity of sinc at 0, where its value is 1.

As first written in Lean, the proof fails:

```lean
import Mathlib

open Real Filter Topology MeasureTheory

namespace EnergyTendsto

noncomputable section

/-- In the stretched coordinate `u = √b x` the reduced potential energy becomes harmonic
as `b` tends to infinity. -/
theorem energy_tendsto (u : ℝ) :
    Tendsto (fun b : ℝ => b * (1 - Real.cos (u / √b))) atTop (𝓝 (u ^ 2 / 2)) := by
  have ht : Tendsto (fun b : ℝ => u / (2 * √b)) atTop (𝓝 0) :=
    tendsto_const_nhds.div_atTop (Real.tendsto_sqrt_atTop.const_mul_atTop two_pos)
  have hs := (((Real.continuous_sinc.tendsto 0).comp ht).pow 2).const_mul (u ^ 2 / 2)
  rw [Real.sinc_zero, one_pow, mul_one] at hs
  refine hs.congr' ?_
  filter_upwards [eventually_gt_atTop (0 : ℝ)] with b hb
  have hsb : 0 < √b := Real.sqrt_pos.2 hb
  -- half-angle formula, with the sine written as t * sinc t
  have hsin : ∀ t : ℝ, Real.sin t = t * Real.sinc t := by
    intro t
    by_cases h : t = 0
    · simp [h]
    · rw [Real.sinc_of_ne_zero h, mul_div_cancel₀ _ h]
  have h2 := Real.cos_two_mul (u / (2 * √b))
  rw [show 2 * (u / (2 * √b)) = u / √b by field_simp] at h2
  have h3 := Real.sin_sq_add_cos_sq (u / (2 * √b))
  have h4 : 1 - Real.cos (u / √b) = 2 * Real.sin (u / (2 * √b)) ^ 2 := by linarith
  have h5 : b * (2 * (u / (2 * √b)) ^ 2) = u ^ 2 / 2 := by
    rw [div_pow, mul_pow, Real.sq_sqrt hb.le]
    field_simp
    norm_num
  show u ^ 2 / 2 * Real.sinc (u / (2 * √b)) ^ 2 = _
  rw [h4, hsin, ← h5]
  ring

end

end EnergyTendsto
```

Lean reports:

```
Main.lean:33:4: error: No goals to be solved
```

After these edits no error is left:

```diff
@@ -31,5 +31,4 @@
     rw [div_pow, mul_pow, Real.sq_sqrt hb.le]
     field_simp
-    norm_num
   show u ^ 2 / 2 * Real.sinc (u / (2 * √b)) ^ 2 = _
   rw [h4, hsin, ← h5]
```

The message "No goals to be solved" points to the `norm_num` that ends the proof of `h5`. It means that the tactic was called when nothing was left to prove.

The step `h5` is the identity b · 2(u/(2√b))² = u²/2. After the `rw` has expanded the powers and replaced `√b ^ 2` by `b`, the goal is an equation between fractions, with `2 ^ 2 * b` in a denominator on the left. Here `field_simp` does more than clear the denominators: it brings the two sides to agreement, numerical factors included, and closes the goal. The `norm_num` after it was there to finish arithmetic that no longer remained, and Lean reports an error when it is run with no goal.

The diff deletes that `norm_num`, so the proof of `h5` ends with `field_simp`. The statement and the rest of the argument are unchanged.
